# Among the d² terms, only ¹S has a repulsion energy $x\sum J-y\sum K$ with constants independent of the Slater integrals

The constants $x$ and $y$ are chosen once, before the Slater integrals $F^0,F^2,F^4$ are given, and must then serve for all their values. The sums run over all ordered pairs of d orbitals, equal pairs included. Some restricted open-shell Hartree–Fock schemes treat all five d orbitals as one equally occupied shell, with one Coulomb and one exchange coefficient. For these the result decides which d² terms fit, given a common radial function and no spin–orbit coupling. It does not concern high-spin calculations in which only the two singly occupied orbitals form the open shell.

```lean
import Mathlib

namespace DSquaredShellForm
```

The file loads the mathematical library Mathlib and opens a namespace.

```lean
/-- The five Russell-Saunders terms of the configuration d². -/
inductive DTerm
  | singletS | tripletP | singletD | tripletF | singletG
  deriving DecidableEq

instance : Fintype DTerm :=
  ⟨{.singletS, .tripletP, .singletD, .tripletF, .singletG}, by intro t; cases t <;> simp⟩

noncomputable section
```

`DTerm` is a type with exactly five values, ¹S, ³P, ¹D, ³F and ¹G. Listing them allows sums over terms.

```lean
/-- Total orbital angular momentum L of a term. -/
def orbL : DTerm → ℤ
  | .singletS => 0 | .tripletP => 1 | .singletD => 2 | .tripletF => 3 | .singletG => 4

/-- Total spin S of a term. -/
def spinS : DTerm → ℤ
  | .singletS => 0 | .tripletP => 1 | .singletD => 0 | .tripletF => 1 | .singletG => 0
```

These functions give $L$ and $S$ for each term.

```lean
/-- Magnetic quantum numbers of the five d orbitals. -/
def mval : Fin 5 → ℤ := ![2, 1, 0, -1, -2]
```

`Fin 5` holds the indices $0,\dots,4$, which label the orbitals $m=2,1,0,-1,-2$.

```lean
/-- Diagonal angular coefficients of rank 2, in units of 1/7. -/
def a2 : Fin 5 → ℝ := ![-2, 1, 2, 1, -2]

/-- Diagonal angular coefficients of rank 4, in units of 1/21. -/
def a4 : Fin 5 → ℝ := ![1, -4, 6, -4, 1]

/-- Squared angular coefficients of rank 2, in units of 1/49. -/
def b2 : Matrix (Fin 5) (Fin 5) ℝ :=
  !![4, 6, 4, 0, 0; 6, 1, 1, 6, 0; 4, 1, 4, 1, 4; 0, 6, 1, 1, 6; 0, 0, 4, 6, 4]

/-- Squared angular coefficients of rank 4, in units of 1/441. -/
def b4 : Matrix (Fin 5) (Fin 5) ℝ :=
  !![1, 5, 15, 35, 70; 5, 16, 30, 40, 35; 15, 30, 36, 30, 15;
     35, 40, 30, 16, 5; 70, 35, 15, 5, 1]
```

These are the standard angular tables, entered as data and not derived from integrals over spherical harmonics. Below, $a_2,a_4,b_2,b_4$ denote their entries.

```lean
/-- Coulomb integral J between two d orbitals. -/
def coulomb (F0 F2 F4 : ℝ) (i j : Fin 5) : ℝ :=
  F0 + a2 i * a2 j / 49 * F2 + a4 i * a4 j / 441 * F4
```

$$J_{ij}=F^0+\tfrac{a_2(i)a_2(j)}{49}F^2+\tfrac{a_4(i)a_4(j)}{441}F^4.$$

Lean's `F0`, `F2`, `F4` are the unreduced integrals $F^0,F^2,F^4$, and may be any real numbers.

```lean
/-- Exchange integral K between two d orbitals. -/
def exchange (F0 F2 F4 : ℝ) (i j : Fin 5) : ℝ :=
  (if i = j then F0 else 0) + b2 i j / 49 * F2 + b4 i j / 441 * F4
```

$$K_{ij}=\delta_{ij}F^0+\tfrac{b_2(i,j)}{49}F^2+\tfrac{b_4(i,j)}{441}F^4.$$

```lean
/-- Sum of the diagonal energies of the determinants with M_S = 1 and M_L = M. -/
def parallelTrace (F0 F2 F4 : ℝ) (M : ℤ) : ℝ :=
  ∑ i, ∑ j, if i < j ∧ mval i + mval j = M then
    coulomb F0 F2 F4 i j - exchange F0 F2 F4 i j else 0
```

For parallel spins each pair $i<j$ with $m_i+m_j=M$ contributes $J_{ij}-K_{ij}$.

```lean
/-- Sum of the diagonal energies of the determinants with M_S = 0 and M_L = M. -/
def antiparallelTrace (F0 F2 F4 : ℝ) (M : ℤ) : ℝ :=
  ∑ i, ∑ j, if mval i + mval j = M then coulomb F0 F2 F4 i j else 0
```

For opposite spins every ordered pair is a separate determinant, with diagonal energy $J_{ij}$.

```lean
/-- Slater's diagonal sum rule: for M_L from 0 to 4 and M_S = 1 or 0, the energies of the
contributing terms add up to the sum of the diagonal determinant energies. -/
def DiagonalSumRule (F0 F2 F4 : ℝ) (E : DTerm → ℝ) : Prop :=
  ∀ M : ℤ, 0 ≤ M → M ≤ 4 →
    (∑ t, if M ≤ orbL t ∧ spinS t = 1 then E t else 0) = parallelTrace F0 F2 F4 M ∧
    (∑ t, if M ≤ orbL t then E t else 0) = antiparallelTrace F0 F2 F4 M
```

The rule is taken as a condition on five energies `E`. It stands for the fact that combining determinants into terms leaves the trace of the repulsion unchanged in each block of fixed $M_L,M_S$. Only triplets reach $M_S=1$; every term with $L\ge M$ appears at $M_S=0$.

```lean
/-- Coefficient of F2 in the energy of a term. -/
def coeff2 : DTerm → ℝ
  | .singletS => 2 / 7 | .tripletP => 1 / 7 | .singletD => -3 / 49
  | .tripletF => -8 / 49 | .singletG => 4 / 49

/-- Coefficient of F4 in the energy of a term. -/
def coeff4 : DTerm → ℝ
  | .singletS => 2 / 7 | .tripletP => -4 / 21 | .singletD => 4 / 49
  | .tripletF => -1 / 49 | .singletG => 1 / 441

/-- Electron repulsion energy of a d² term. -/
def termEnergy (t : DTerm) (F0 F2 F4 : ℝ) : ℝ := F0 + coeff2 t * F2 + coeff4 t * F4
```

A term's energy is $F^0+aF^2+bF^4$, with $a$ and $b$ from the two tables. One-electron energies and mixing with other configurations are left out.

```lean
/-- An energy has the shell form if it is x ΣJ - y ΣK, summed over all ordered pairs of
d orbitals, with constants x and y that do not depend on the Slater integrals. -/
def HasShellForm (E : ℝ → ℝ → ℝ → ℝ) : Prop :=
  ∃ x y : ℝ, ∀ F0 F2 F4, E F0 F2 F4 =
    x * (∑ i, ∑ j, coulomb F0 F2 F4 i j) - y * (∑ i, ∑ j, exchange F0 F2 F4 i j)
```

The order "there exist $x,y$ such that for all $F^0,F^2,F^4$" carries the independence. If $x$ and $y$ could depend on the integrals, every term would fit wherever $F^0\neq0$, with $y=0$ and $x=E/(25F^0)$. For example, at $F^0=100$, $F^2=63$, $F^4=42$ the ³P energy is $100+9-8=101$ and $\sum J=2500$, so $x=101/2500$, $y=0$ would do.

```lean
/-- A sum over the d² terms written out. -/
theorem sum_terms (f : DTerm → ℝ) : ∑ t, f t =
    f .singletS + (f .tripletP + (f .singletD + (f .tripletF + f .singletG))) := by
  show ∑ t ∈ ({.singletS, .tripletP, .singletD, .tripletF, .singletG} : Finset DTerm), f t = _
  simp
```

This writes a sum over terms as five summands.

```lean
/-- Five energies obey the diagonal sum rule exactly when they are the d² term energies. -/
theorem diagonalSumRule_iff (F0 F2 F4 : ℝ) (E : DTerm → ℝ) :
    DiagonalSumRule F0 F2 F4 E ↔ ∀ t, E t = termEnergy t F0 F2 F4 := by
  constructor
  · intro h
    -- five of the sums isolate the terms one after another
    have hG := (h 4 (by norm_num) (by norm_num)).2
    have hF := (h 3 (by norm_num) (by norm_num)).1
    have hD := (h 2 (by norm_num) (by norm_num)).2
    have hP := (h 1 (by norm_num) (by norm_num)).1
    have hS := (h 0 (by norm_num) (by norm_num)).2
    simp [sum_terms, orbL, spinS, parallelTrace, antiparallelTrace, Fin.sum_univ_five,
      mval, coulomb, exchange, a2, a4, b2, b4] at hG hF hD hP hS
    intro t
    cases t <;> simp only [termEnergy, coeff2, coeff4] <;> linarith
  · intro h M h0 h4
    -- the term energies satisfy all ten equations
    interval_cases M <;> constructor <;>
      simp [sum_terms, h, termEnergy, coeff2, coeff4, orbL, spinS, parallelTrace,
        antiparallelTrace, Fin.sum_univ_five, mval, coulomb, exchange, a2, a4, b2, b4] <;>
      first | ring1 | norm_num
```

The symbol `↔` means "if and only if". Five sums isolate the terms in turn:

- $M=4$, $M_S=0$: $E(^1G)=F^0+\frac{4}{49}F^2+\frac1{441}F^4$.
- $M=3$, $M_S=1$: $E(^3F)=F^0-\frac{8}{49}F^2-\frac{9}{441}F^4$.
- $M=2$, $M_S=0$: $E(^1D)+E(^3F)+E(^1G)=3F^0-\frac{7}{49}F^2+\frac{28}{441}F^4$, which gives ¹D.
- $M=1$, $M_S=1$: $E(^3P)+E(^3F)=2F^0-\frac1{49}F^2-\frac{93}{441}F^4$, which gives ³P.
- $M=0$, $M_S=0$: all five energies add to $5F^0+\frac{14}{49}F^2+\frac{70}{441}F^4$, which gives ¹S.

In Lean, `simp` evaluates these sums and `linarith` does the subtractions. For the converse, `interval_cases` splits into $M=0,\dots,4$, and the tactics after it check all ten equations.

```lean
/-- The Coulomb integrals of the d shell add up to 25 F0. -/
theorem sum_coulomb (F0 F2 F4 : ℝ) : ∑ i, ∑ j, coulomb F0 F2 F4 i j = 25 * F0 := by
  simp [Fin.sum_univ_five, coulomb, a2, a4]
  ring
```

Since $\sum_i a_2(i)=\sum_i a_4(i)=0$, the double sums of products vanish, leaving $25F^0$.

```lean
/-- The exchange integrals of the d shell add up to 5 F0 + (10/7)(F2 + F4). -/
theorem sum_exchange (F0 F2 F4 : ℝ) :
    ∑ i, ∑ j, exchange F0 F2 F4 i j = 5 * F0 + 10 / 7 * (F2 + F4) := by
  simp [Fin.sum_univ_five, exchange, b2, b4]
  ring
```

Each row of $b_2$ adds to 14 and each row of $b_4$ to 126. The coefficients are therefore $70/49=630/441=10/7$, and the diagonal gives $5F^0$.

```lean
/-- An energy F0 + a F2 + b F4 has the shell form exactly when a = b. -/
theorem hasShellForm_iff (a b : ℝ) :
    HasShellForm (fun F0 F2 F4 => F0 + a * F2 + b * F4) ↔ a = b := by
  simp only [HasShellForm, sum_coulomb, sum_exchange]
  constructor
  · rintro ⟨x, y, h⟩
    -- compare the coefficients of F2 and F4
    have h2 := h 0 1 0
    have h4 := h 0 0 1
    linarith
  · rintro rfl
    exact ⟨(1 - 7 * a / 2) / 25, -7 * a / 10, fun F0 F2 F4 => by ring⟩
```

The shell form reads
$$F^0+aF^2+bF^4=(25x-5y)F^0-\tfrac{10}{7}y\,(F^2+F^4).$$
Setting $(F^0,F^2,F^4)$ to $(0,1,0)$ and then $(0,0,1)$ gives $a=-\frac{10}{7}y=b$. No real shell has these values, but both sides are linear in the integrals, so agreement on three linearly independent triples of actual values already forces agreement on all. Conversely, if $a=b$, take $y=-\frac{7a}{10}$ and $x=\frac{1}{25}\left(1-\frac{7a}{2}\right)$; `ring` confirms the identity.

```lean
/-- Among the terms of d², only ¹S has an energy of the shell form. -/
theorem term_hasShellForm_iff (t : DTerm) :
    HasShellForm (termEnergy t) ↔ t = .singletS := by
  have h : HasShellForm (termEnergy t) ↔ coeff2 t = coeff4 t :=
    hasShellForm_iff (coeff2 t) (coeff4 t)
  rw [h]
  cases t <;> norm_num [coeff2, coeff4] <;> simp
```

It remains to compare $a$ with $b$ for each term. They agree for ¹S, where both are $2/7$, and differ for the other four; `cases t` splits into the five terms, and `norm_num` and `simp` make the comparisons.

```lean
/-- For ¹S the constants of the shell form are x = 0 and y = -1/5, and no others. -/
theorem singletS_constants (x y : ℝ) :
    (∀ F0 F2 F4, termEnergy .singletS F0 F2 F4 =
      x * (∑ i, ∑ j, coulomb F0 F2 F4 i j) - y * (∑ i, ∑ j, exchange F0 F2 F4 i j)) ↔
    x = 0 ∧ y = -1 / 5 := by
  simp only [sum_coulomb, sum_exchange, termEnergy, coeff2, coeff4]
  constructor
  · intro h
    have h0 := h 1 0 0
    have h2 := h 0 1 0
    constructor <;> linarith
  · rintro ⟨rfl, rfl⟩ F0 F2 F4
    ring
```

For ¹S, the $F^2$ coefficient gives $\frac27=-\frac{10}{7}y$, so $y=-\frac15$. The $F^0$ coefficient gives $25x-5y=1$, so $x=0$. Thus $E(^1S)=\frac15\sum K$. With the numbers above, $\sum K=500+150=650$ and $E(^1S)=100+18+12=130=650/5$.

```lean
/-- Number of states (2S+1)(2L+1) in a term. -/
def degeneracy (t : DTerm) : ℝ := (2 * spinS t + 1) * (2 * orbL t + 1)
```

The weights $(2S+1)(2L+1)$ are $1,9,5,21,9$ in the order of `DTerm`, and add to 45.

```lean
/-- The average of the d² term energies, weighted by degeneracy, has the shell form with
x = 2/45 and y = 1/45. -/
theorem configuration_average (F0 F2 F4 : ℝ) :
    (∑ t, degeneracy t * termEnergy t F0 F2 F4) / (∑ t, degeneracy t) =
      2 / 45 * (∑ i, ∑ j, coulomb F0 F2 F4 i j) -
      1 / 45 * (∑ i, ∑ j, exchange F0 F2 F4 i j) := by
  have hg : ∑ t, degeneracy t = 45 := by
    rw [sum_terms]
    norm_num [degeneracy, spinS, orbL]
  rw [hg, sum_coulomb, sum_exchange, sum_terms]
  simp only [degeneracy, spinS, orbL, termEnergy, coeff2, coeff4]
  push_cast
  ring

end

end DSquaredShellForm
```

The weighted $F^2$ coefficients add to $\frac{14+63-15-168+36}{49}=-\frac{10}{7}$, and those of $F^4$ to $\frac{126-756+180-189+9}{441}=-\frac{10}{7}$. The average is therefore
$$F^0-\tfrac{2}{63}(F^2+F^4)=\tfrac{2}{45}\sum J-\tfrac1{45}\sum K.$$
The average has the shell form, although four of the five terms in it do not.

```lean
#print axioms DSquaredShellForm.diagonalSumRule_iff
#print axioms DSquaredShellForm.term_hasShellForm_iff
#print axioms DSquaredShellForm.singletS_constants
#print axioms DSquaredShellForm.configuration_average
```

```
'DSquaredShellForm.diagonalSumRule_iff' depends on axioms: [propext, Classical.choice, Quot.sound]
'DSquaredShellForm.term_hasShellForm_iff' depends on axioms: [propext, Classical.choice, Quot.sound]
'DSquaredShellForm.singletS_constants' depends on axioms: [propext, Classical.choice, Quot.sound]
'DSquaredShellForm.configuration_average' depends on axioms: [propext, Classical.choice, Quot.sound]
```
